# At a nonstationary point, quadratic reparametrization can give a C² energy any symmetric Hessian

## Energy, gradient, Hessian and quadratic charts

Let $V$ be a real normed space, for instance $\mathbb R^n$, and let $E:V\to\mathbb R$ be twice continuously differentiable. In self-consistent-field (SCF) theory, a point of $V$ is a set of orbital parameters and the origin is the current set of orbitals. Write

- $g=DE(0)$ for the gradient, taken as a linear functional, so that $g(u)$ is the slope of $E$ along $u$;
- $H=D^2E(0)$ for the Hessian, taken as a bilinear form, so that $H(u,w)$ is the derivative along $u$ of the slope along $w$.

A change of parameters is a C² map $\varphi:V\to V$ with $\varphi(0)=0$ and $D\varphi(0)=1$: it keeps the current point and agrees with the identity to first order. The quadratic ones are

$$\varphi_B(y)=y+\tfrac12B(y,y),$$

where $B:V\times V\to V$ is continuous, bilinear and symmetric. They are called quadratic charts below. On $\mathbb R^n$ the inverse function theorem makes $\varphi_B$ invertible near the origin, though in general not globally.

**Claim.** If $g\neq0$, the Hessians at $0$ of the functions $E\circ\varphi_B$ are exactly the continuous symmetric bilinear forms on $V$. If $g=0$, every change of parameters $\varphi$ as above leaves the Hessian equal to $H$.

For second-order SCF, modelled here as the minimization of a C² function of unconstrained real parameters, a negative Hessian eigenvalue found before convergence therefore belongs to the energy and the parametrization together, not to the energy alone.

## How the gradient enters the new Hessian

The first-order chain rule reads $D(E\circ\varphi)(y)\,w=DE(\varphi(y))\big(D\varphi(y)w\big)$. The right-hand side depends on $y$ in two places. Differentiating along $u$ with the product rule gives

$$D^2(E\circ\varphi)(y)(u,w)=D^2E(\varphi(y))\big(D\varphi(y)u,D\varphi(y)w\big)+DE(\varphi(y))\big(D^2\varphi(y)(u,w)\big).$$

For the quadratic chart, expand

$$\varphi_B(y+u)=\varphi_B(y)+u+\tfrac12\big(B(y,u)+B(u,y)\big)+\tfrac12B(u,u).$$

Since $B$ is symmetric, $D\varphi_B(y)u=u+B(y,u)$. Hence $D\varphi_B(0)=1$ and $D^2\varphi_B(0)=B$. At the origin the gradient is still $g$, and the new Hessian is

$$H'(u,w)=H(u,w)+g\big(B(u,w)\big).$$

**Nonzero gradient.** Let $M$ be a symmetric form. Choose $v$ with $g(v)\neq0$ and set

$$B(u,w)=\big(M(u,w)-H(u,w)\big)\,\frac{v}{g(v)}.$$

This $B$ is symmetric because $M$ and $H$ are, and $g(B(u,w))=M(u,w)-H(u,w)$, so $H'=M$. Conversely, $H'$ is always symmetric, being the second derivative of a C² function.

**Zero gradient.** The second term of the chain rule vanishes at the origin for every C² map $\varphi$, and $D\varphi(0)=1$ leaves $H$ in the first.

The Hessian is thus the same in all quadratic charts exactly when $g=0$. For $g\neq0$, the target $M(u,w)=H(u,w)+g(u)g(w)$ already differs from $H$, at $u=w=v$.

**One parameter.** For $E(y)=gy+\tfrac12hy^2$ and $\varphi(y)=y+\tfrac12by^2$,

$$E(\varphi(y))=gy+\tfrac12(h+gb)\,y^2+O(y^3).$$

The choice $b=(m-h)/g$ produces any curvature $m$, and for $g=0$ the curvature stays $h$.

## Every descent direction as a Newton step

On $\mathbb R^n$, let $s$ satisfy $g(s)<0$. Put $Pu=u-\dfrac{g(u)}{g(s)}\,s$ and

$$M(u,w)=\sum_i (Pu)_i(Pw)_i-\frac{g(u)g(w)}{g(s)}.$$

Since $Ps=0$, we get $M(s,w)=-g(w)$ for all $w$, which is the Newton equation. The form is also positive definite. Both terms of $M(u,u)$ are nonnegative. If $g(u)\neq0$, the second is positive; if $g(u)=0$ and $u\neq0$, then $Pu=u$ and the first is positive. A positive definite form admits only one solution of the Newton equation, so $s$ is the Newton step for $M$. By the claim, some quadratic chart has $M$ as its Hessian, and the gradient there is still $g$.

With one parameter, $P=0$ and $M$ is multiplication by $-g/s$, which is positive because $gs<0$.

The step $s$ is measured in the coordinates of the new chart. It is wrong to conclude that the iteration moves the orbitals to the point $s$ of the old coordinates: it moves them to $\varphi_B(s)=s+\tfrac12B(s,s)$, which in general differs from $s$ by the second-order term.

## The definitions in Lean

```lean
import Mathlib

open ContinuousLinearMap

namespace OrbitalCurvature

noncomputable section

variable {V F : Type*} [NormedAddCommGroup V] [NormedSpace ℝ V]
  [NormedAddCommGroup F] [NormedSpace ℝ F]
```

`V` is the parameter space, of any dimension. `F` is a second normed space, so that one definition of the Hessian serves both the energy (`F` is ℝ) and the chart (`F` is `V`).

```lean
/-- The Hessian of `f` at `x`: the derivative of the derivative, as a bilinear map. -/
def hessian (f : V → F) (x : V) : V →L[ℝ] V →L[ℝ] F :=
  fderiv ℝ (fderiv ℝ f) x
```

`fderiv ℝ f` is the Fréchet derivative as a function of the point, and the Hessian is its derivative. The type `V →L[ℝ] V →L[ℝ] F` is that of continuous bilinear maps, applied to one argument at a time. As in $H(u,w)$, the first argument is the direction of the second differentiation.

```lean
/-- A bilinear map is symmetric if its two arguments may be exchanged. -/
def SymmBilin (B : V →L[ℝ] V →L[ℝ] F) : Prop :=
  ∀ u w, B u w = B w u

/-- The quadratic change of orbital parameters `y ↦ y + B(y, y) / 2`. -/
def quadChart (B : V →L[ℝ] V →L[ℝ] V) (y : V) : V :=
  y + (1 / 2 : ℝ) • B y y
```

`quadChart B` is $\varphi_B$, with the factor $\tfrac12$ that makes its second derivative $B$ and not $2B$. The definition accepts any bilinear `B`; symmetry appears as a hypothesis in the theorems.

## The second-order chain rule and symmetry

```lean
/-- Second-order chain rule: for a C² energy and a C² parametrization, the new Hessian is the
transformed old one plus the gradient applied to the curvature of the parametrization. -/
theorem hessian_comp {E : V → ℝ} {φ : V → V} (hE : ContDiff ℝ 2 E) (hφ : ContDiff ℝ 2 φ)
    (x u w : V) :
    hessian (E ∘ φ) x u w =
      hessian E (φ x) (fderiv ℝ φ x u) (fderiv ℝ φ x w)
        + fderiv ℝ E (φ x) (hessian φ x u w) := by
  have dE : Differentiable ℝ E := hE.differentiable (by norm_num)
  have dφ : Differentiable ℝ φ := hφ.differentiable (by norm_num)
  have d2E : Differentiable ℝ (fderiv ℝ E) :=
    (hE.fderiv_right (m := 1) one_add_one_eq_two.le).differentiable (by norm_num)
  have d2φ : Differentiable ℝ (fderiv ℝ φ) :=
    (hφ.fderiv_right (m := 1) one_add_one_eq_two.le).differentiable (by norm_num)
  -- the first-order chain rule, at every point
  have h1 : fderiv ℝ (E ∘ φ) = fun y => (fderiv ℝ E (φ y)).comp (fderiv ℝ φ y) := by
    funext y
    exact fderiv_comp y (dE _) (dφ _)
  have h2 : HasFDerivAt (fun y => fderiv ℝ E (φ y))
      ((hessian E (φ x)).comp (fderiv ℝ φ x)) x :=
    (d2E (φ x)).hasFDerivAt.comp x (dφ x).hasFDerivAt
  have h3 : HasFDerivAt (fderiv ℝ φ) (hessian φ x) x := (d2φ x).hasFDerivAt
  -- the product rule for the composition of the two derivatives
  have h4 := (h2.clm_comp h3).fderiv
  rw [show hessian (E ∘ φ) x =
    fderiv ℝ (fun y => (fderiv ℝ E (φ y)).comp (fderiv ℝ φ y)) x by rw [hessian, h1], h4]
  simp [add_comm]
```

The statement is the displayed chain rule at an arbitrary point `x`. The first four `have` lines extract differentiability of $E$, $\varphi$ and their first derivatives from the C² hypotheses. `h1` is the first-order chain rule at every point, which is needed because it is differentiated again. `h2` differentiates $y\mapsto DE(\varphi(y))$, `h3` differentiates $D\varphi$, and `clm_comp` in `h4` is the product rule for composed linear maps.

Both `E` and `φ` are assumed C² on the whole space. The theorem does not apply directly to a parametrization defined only near the current orbitals.

```lean
/-- The Hessian of a C² energy is symmetric. -/
theorem hessian_symm {E : V → ℝ} (hE : ContDiff ℝ 2 E) (x : V) : SymmBilin (hessian E x) :=
  fun u w => (hE.contDiffAt.isSymmSndFDerivAt (by simp)).eq u w
```

This is the equality of mixed second derivatives, taken from Mathlib.

## What a quadratic chart does at the origin

```lean
/-- For symmetric `B` the quadratic chart is C², fixes the origin, agrees with the identity
to first order there, and has second derivative `B` there. -/
theorem quadChart_spec {B : V →L[ℝ] V →L[ℝ] V} (hB : SymmBilin B) :
    ContDiff ℝ 2 (quadChart B) ∧ quadChart B 0 = 0 ∧
      fderiv ℝ (quadChart B) 0 = ContinuousLinearMap.id ℝ V ∧ hessian (quadChart B) 0 = B := by
  have hd : ∀ y, HasFDerivAt (quadChart B) (ContinuousLinearMap.id ℝ V + B y) y := by
    intro y
    have h := (hasFDerivAt_id y).add
      (((B.hasFDerivAt (x := y)).clm_apply (hasFDerivAt_id y)).const_smul (1 / 2 : ℝ))
    refine HasFDerivAt.congr_fderiv h ?_
    ext w
    show w + (1 / 2 : ℝ) • (B y w + B w y) = w + B y w
    rw [hB w y]
    module
  have hf : fderiv ℝ (quadChart B) = fun y => ContinuousLinearMap.id ℝ V + B y :=
    funext fun y => (hd y).fderiv
  refine ⟨?_, by simp [quadChart], by rw [hf]; simp, ?_⟩
  · exact contDiff_id.add ((B.contDiff.clm_apply contDiff_id).const_smul (1 / 2 : ℝ))
  · rw [hessian, hf]
    exact (B.hasFDerivAt.const_add _).fderiv
```

The four parts say that $\varphi_B$ is C², that $\varphi_B(0)=0$, that $D\varphi_B(0)=1$ and that $D^2\varphi_B(0)=B$. The work is in `hd`, the formula $D\varphi_B(y)=1+B(y,\cdot)$. The product rule first gives $\tfrac12(B(y,w)+B(w,y))$, and `rw [hB w y]` merges the two halves by symmetry. Differentiating the formula once more gives $B$.

```lean
/-- A quadratic chart with symmetric `B` leaves the gradient of a C² energy at the origin
unchanged. -/
theorem gradient_quadChart {E : V → ℝ} (hE : ContDiff ℝ 2 E) {B : V →L[ℝ] V →L[ℝ] V}
    (hB : SymmBilin B) : fderiv ℝ (E ∘ quadChart B) 0 = fderiv ℝ E 0 := by
  obtain ⟨hc, h0, h1, -⟩ := quadChart_spec hB
  rw [fderiv_comp 0 (hE.differentiable (by norm_num) _) (hc.differentiable (by norm_num) _),
    h0, h1]
  ext u
  rfl
```

The gradient at the origin is the same before and after the change of chart, by the first-order chain rule. The Newton equation below uses this.

## Stationary and nonstationary points

```lean
/-- If the origin is a stationary point of a C² energy, every C² parametrization that fixes the
origin and is the identity to first order there leaves the Hessian at the origin unchanged. -/
theorem hessian_stationary {E : V → ℝ} (hE : ContDiff ℝ 2 E) (hg : fderiv ℝ E 0 = 0)
    {φ : V → V} (hφ : ContDiff ℝ 2 φ) (h0 : φ 0 = 0)
    (h1 : fderiv ℝ φ 0 = ContinuousLinearMap.id ℝ V) :
    hessian (E ∘ φ) 0 = hessian E 0 := by
  ext u w
  rw [hessian_comp hE hφ, h0, h1, hg]
  simp
```

This is the case $g=0$. It holds for every C² map `φ` that satisfies `h0` and `h1`, quadratic or not. The proof substitutes $\varphi(0)=0$, $D\varphi(0)=1$ and $g=0$ into the chain rule.

```lean
/-- If the gradient of a C² energy at the origin is nonzero, the Hessians at the origin obtained
from quadratic charts with symmetric `B` are exactly the continuous symmetric bilinear forms. -/
theorem hessian_attainable_iff {E : V → ℝ} (hE : ContDiff ℝ 2 E) (hg : fderiv ℝ E 0 ≠ 0)
    (M : V →L[ℝ] V →L[ℝ] ℝ) :
    (∃ B, SymmBilin B ∧ hessian (E ∘ quadChart B) 0 = M) ↔ SymmBilin M := by
  constructor
  · rintro ⟨B, hB, rfl⟩
    exact hessian_symm (hE.comp (quadChart_spec hB).1) 0
  · intro hM
    obtain ⟨v, hv⟩ : ∃ v, fderiv ℝ E 0 v ≠ 0 := by
      by_contra! h
      exact hg (ContinuousLinearMap.ext h)
    -- bend the chart along a direction in which the energy has unit slope
    obtain ⟨B, hBa⟩ : ∃ B : V →L[ℝ] V →L[ℝ] V, ∀ u w,
        B u w = (M u w - hessian E 0 u w) • ((fderiv ℝ E 0 v)⁻¹ • v) :=
      ⟨(compL ℝ V ℝ V (toSpanSingleton ℝ ((fderiv ℝ E 0 v)⁻¹ • v))).comp (M - hessian E 0),
        fun _ _ => rfl⟩
    have hB : SymmBilin B := fun u w => by
      rw [hBa u w, hBa w u, hM u w, hessian_symm hE 0 u w]
    obtain ⟨hc, h0, h1, h2⟩ := quadChart_spec hB
    refine ⟨B, hB, ?_⟩
    ext u w
    rw [hessian_comp hE hc, h0, h1, h2, hBa]
    simp only [ContinuousLinearMap.id_apply, map_smul, smul_eq_mul, inv_mul_cancel₀ hv]
    ring
```

For $g\neq0$, a continuous bilinear form `M` is the Hessian in some quadratic chart if and only if it is symmetric. The forward direction applies `hessian_symm` to $E\circ\varphi_B$. For the converse, a functional that vanishes on every vector is zero, so some `v` has $g(v)\neq0$. The bilinear map of the derivation is then built as a composition of continuous linear maps, and `hBa` records its values. The chain rule leaves $H+(M-H)\,g(v)^{-1}g(v)$, which `inv_mul_cancel₀` and `ring` reduce to $M$.

```lean
/-- The Hessian of a C² energy at the origin is the same in all quadratic charts if and only
if the gradient vanishes there. -/
theorem hessian_chart_independent_iff {E : V → ℝ} (hE : ContDiff ℝ 2 E) :
    (∀ B, SymmBilin B → hessian (E ∘ quadChart B) 0 = hessian E 0) ↔ fderiv ℝ E 0 = 0 := by
  constructor
  · intro h
    by_contra hg
    -- a chart that would add the square of the gradient to the Hessian
    obtain ⟨B, hB, hBM⟩ := (hessian_attainable_iff hE hg
      (hessian E 0 + (fderiv ℝ E 0).smulRight (fderiv ℝ E 0))).2 (fun u w => by
        show hessian E 0 u w + fderiv ℝ E 0 u * fderiv ℝ E 0 w
          = hessian E 0 w u + fderiv ℝ E 0 w * fderiv ℝ E 0 u
        rw [hessian_symm hE 0 u w]
        ring)
    rw [h B hB] at hBM
    refine hg (ContinuousLinearMap.ext fun u => ?_)
    have e : hessian E 0 u u = hessian E 0 u u + fderiv ℝ E 0 u * fderiv ℝ E 0 u :=
      congrArg (fun T : V →L[ℝ] V →L[ℝ] ℝ => T u u) hBM
    exact mul_self_eq_zero.1 (by linarith)
  · intro hg B hB
    obtain ⟨hc, h0, h1, -⟩ := quadChart_spec hB
    exact hessian_stationary hE hg hc h0 h1
```

If all quadratic charts agree, the gradient must vanish. The proof assumes otherwise and takes the chart whose Hessian is $H+g\otimes g$. Agreement with $H$ then forces $g(u)^2=0$ for every $u$, a contradiction. The reverse direction is the stationary theorem applied to `quadChart B`.

## The Newton equation on ℝⁿ

```lean
/-- For a gradient `g` on `ℝⁿ` and a step `s` with `g(s) < 0`, some positive definite
symmetric form `M` satisfies the Newton equation `M s = -g`. -/
theorem exists_posDef_newton {n : ℕ} (g : (Fin n → ℝ) →L[ℝ] ℝ) {s : Fin n → ℝ}
    (hs : g s < 0) :
    ∃ M : (Fin n → ℝ) →L[ℝ] (Fin n → ℝ) →L[ℝ] ℝ,
      SymmBilin M ∧ (∀ u, u ≠ 0 → 0 < M u u) ∧ M s = -g := by
  -- coordinates of the projection along `s` onto the kernel of `g`
  have hex : ∀ i, ∃ p : (Fin n → ℝ) →L[ℝ] ℝ, ∀ u, p u = u i - g u / g s * s i := fun i =>
    ⟨ContinuousLinearMap.proj i - (s i / g s) • g, fun u => by
      show u i - s i / g s * g u = _
      ring⟩
  choose p hp using hex
  obtain ⟨M, hM⟩ : ∃ M : (Fin n → ℝ) →L[ℝ] (Fin n → ℝ) →L[ℝ] ℝ, ∀ u w,
      M u w = (∑ i, p i u * p i w) - (g s)⁻¹ * (g u * g w) :=
    ⟨(∑ i, (p i).smulRight (p i)) - (g s)⁻¹ • g.smulRight g, fun u w => by
      simp [sum_apply]⟩
  refine ⟨M, fun u w => ?_, fun u hu => ?_, ContinuousLinearMap.ext fun w => ?_⟩
  · rw [hM u w, hM w u, mul_comm (g u)]
    congr 1
    exact Finset.sum_congr rfl fun i _ => mul_comm _ _
  · rw [hM]
    by_cases hgu : g u = 0
    · obtain ⟨i, hi⟩ := Function.ne_iff.1 hu
      have hpos : 0 < ∑ i, p i u * p i u :=
        Finset.sum_pos' (fun i _ => mul_self_nonneg _)
          ⟨i, Finset.mem_univ i, mul_self_pos.2 (by rw [hp, hgu]; simpa using hi)⟩
      rw [hgu]
      linarith
    · have hsum : 0 ≤ ∑ i, p i u * p i u := Finset.sum_nonneg fun i _ => mul_self_nonneg _
      have hneg := mul_neg_of_neg_of_pos (inv_lt_zero.2 hs) (mul_self_pos.2 hgu)
      linarith
  · have hps : ∀ i, p i s = 0 := fun i => by
      rw [hp, div_self hs.ne]
      ring
    rw [hM]
    simp only [hps, zero_mul, Finset.sum_const_zero]
    rw [neg_apply, ← mul_assoc, inv_mul_cancel₀ hs.ne]
    ring
```

This is linear algebra: the energy does not appear, and `g` is any linear functional. The functional `p i` is the coordinate $(Pu)_i$, and `hM` is the formula for $M$. The three final goals are symmetry, positive definiteness and the Newton equation. The second splits on whether $g(u)=0$, as in the derivation; the third uses `hps`, which says $Ps=0$. The equation `M s = -g` equates two functionals, so it holds against every $w$.

```lean
/-- Every descent direction `s` of a C² energy on `ℝⁿ` at the origin is the Newton step from the
origin in some quadratic chart, with a positive definite Hessian at the origin in that chart. -/
theorem descent_is_newton_step {n : ℕ} {E : (Fin n → ℝ) → ℝ} (hE : ContDiff ℝ 2 E)
    {s : Fin n → ℝ} (hs : fderiv ℝ E 0 s < 0) :
    ∃ B, SymmBilin B ∧ (∀ u, u ≠ 0 → 0 < hessian (E ∘ quadChart B) 0 u u) ∧
      hessian (E ∘ quadChart B) 0 s = -fderiv ℝ (E ∘ quadChart B) 0 := by
  obtain ⟨M, hM, hpos, hN⟩ := exists_posDef_newton (fderiv ℝ E 0) hs
  have hg : fderiv ℝ E 0 ≠ 0 := by
    intro h
    rw [h] at hs
    simp at hs
  obtain ⟨B, hB, hBM⟩ := (hessian_attainable_iff hE hg M).2 hM
  refine ⟨B, hB, ?_, ?_⟩
  · rw [hBM]
    exact hpos
  · rw [hBM, gradient_quadChart hE hB, hN]

end

end OrbitalCurvature
```

The hypothesis `hs` says that $s$ is a descent direction, which already makes the gradient nonzero. The attainability theorem supplies a chart with Hessian `M`, and `gradient_quadChart` identifies the gradient in that chart with the original one. The conclusion is positive definiteness together with the Newton equation for $E\circ\varphi_B$. It concerns a single step at a single point, and it says nothing about whether the energy falls after a full step or whether an iteration converges.

```lean
#print axioms OrbitalCurvature.hessian_attainable_iff
-- 'OrbitalCurvature.hessian_attainable_iff' depends on axioms: [propext, Classical.choice, Quot.sound]
#print axioms OrbitalCurvature.hessian_chart_independent_iff
-- 'OrbitalCurvature.hessian_chart_independent_iff' depends on axioms: [propext, Classical.choice, Quot.sound]
#print axioms OrbitalCurvature.descent_is_newton_step
-- 'OrbitalCurvature.descent_is_newton_step' depends on axioms: [propext, Classical.choice, Quot.sound]
```
